# Gaussians with the factor $(x+iy)^l$ keep their form in momentum space

Multiply a Gaussian by $x^2$ and the Fourier transform of the product is not $k_x^2$ times a Gaussian: a constant appears beside $k_x^2$, so the polynomial factor has changed. The parts below find a condition under which powers of a complex linear coordinate avoid this, and apply it to $(x+iy)^l$.

Let $V$ be a real inner product space, finite-dimensional from part (c) on.

```lean
import Mathlib

open MeasureTheory
open Complex (I)
open scoped Real

namespace SolidHarmonicGaussian

noncomputable section

variable {V : Type*} [NormedAddCommGroup V] [InnerProductSpace ℝ V]
```

For fixed $u,w\in V$, `complexCoord` is $z(r)=\langle u,r\rangle+i\langle w,r\rangle$.

```lean
/-- The complex coordinate `⟨u,r⟩ + i⟨w,r⟩` of a point `r`; for the unit vectors along
x and y it is `x + iy`. -/
def complexCoord (u w r : V) : ℂ := ((inner ℝ u r : ℝ) : ℂ) + I * ((inner ℝ w r : ℝ) : ℂ)
```

`selfDot` is the square of $u+iw$ without conjugation, $q=|u|^2-|w|^2+2i\langle u,w\rangle$.

```lean
/-- The bilinear square (without conjugation) of the complex vector `u + iw`. -/
def selfDot (u w : V) : ℂ :=
  ((‖u‖ ^ 2 - ‖w‖ ^ 2 : ℝ) : ℂ) + 2 * I * ((inner ℝ u w : ℝ) : ℂ)
```

`gaussWave` is $g_k(r)=e^{-a|r|^2}e^{-i\langle k,r\rangle}$, unnormalised and centred at the origin. The exponent $a$ is positive from part (b) on.

```lean
/-- An s-type Gaussian of exponent `a` times the plane wave `exp(-i⟨k,r⟩)`. -/
def gaussWave (a : ℝ) (k r : V) : ℂ :=
  (Real.exp (-a * ‖r‖ ^ 2) : ℂ) * Complex.exp (-I * ((inner ℝ k r : ℝ) : ℂ))
```

### (a) Moving the Gaussian wave along a line

Show for real $t$ that
$$g_k(r+tv)=g_k(r)\,e^{-t(2a\langle v,r\rangle+i\langle v,k\rangle)-t^2a|v|^2}.$$

**Solution.** Insert $|r+tv|^2=|r|^2+2t\langle v,r\rangle+t^2|v|^2$ (`hn`) and $\langle k,r+tv\rangle=\langle k,r\rangle+t\langle v,k\rangle$ (`hk`), then collect exponents.

```lean
lemma gaussWave_shift (a t : ℝ) (k r v : V) :
    gaussWave a k (r + t • v) = gaussWave a k r * Complex.exp
      ((t : ℂ) * (-(2 * a * ((inner ℝ v r : ℝ) : ℂ) + I * ((inner ℝ v k : ℝ) : ℂ)))
        + (t : ℂ) ^ 2 * (-a * (‖v‖ : ℂ) ^ 2)) := by
  have hn : ‖r + t • v‖ ^ 2 = ‖r‖ ^ 2 + 2 * (t * inner ℝ v r) + t ^ 2 * ‖v‖ ^ 2 := by
    rw [norm_add_sq_real, real_inner_smul_right, real_inner_comm v r, norm_smul, mul_pow,
      Real.norm_eq_abs, sq_abs]
  have hk : inner ℝ k (r + t • v) = inner ℝ k r + t * inner ℝ v k := by
    rw [inner_add_right, real_inner_smul_right, real_inner_comm v k]
  simp only [gaussWave, hn, hk, Complex.ofReal_exp, ← Complex.exp_add]
  congr 1
  push_cast
  ring
```

### (b) A wider Gaussian absorbs any power

Show for $s\ge0$ and natural $n$ that
$$s^ne^{-as^2}\le n!\,e^{1/(2a)}e^{-as^2/2}.$$

**Solution.** One term of the exponential series gives $s^n\le n!\,e^s$ (`h1`). Since $\frac a2s^2+\frac1{2a}-s=\frac{(as-1)^2}{2a}\ge0$ (`h2`), we have $s^n\le n!\,e^{as^2/2+1/(2a)}$. Multiply by $e^{-as^2}$.

```lean
lemma pow_mul_gauss_le {a s : ℝ} (ha : 0 < a) (hs : 0 ≤ s) (n : ℕ) :
    s ^ n * Real.exp (-a * s ^ 2) ≤
      n.factorial * Real.exp (1 / (2 * a)) * Real.exp (-(a / 2) * s ^ 2) := by
  have h1 : s ^ n ≤ n.factorial * Real.exp s := by
    have h := Real.pow_div_factorial_le_exp s hs n
    rw [div_le_iff₀ (by positivity)] at h
    linarith
  have h2 : s ≤ a / 2 * s ^ 2 + 1 / (2 * a) := by
    have e : a / 2 * s ^ 2 + 1 / (2 * a) - s = (a * s - 1) ^ 2 / (2 * a) := by
      field_simp
      ring
    have : 0 ≤ (a * s - 1) ^ 2 / (2 * a) := by positivity
    linarith
  have h3 : s ^ n ≤ n.factorial * Real.exp (a / 2 * s ^ 2 + 1 / (2 * a)) :=
    h1.trans (mul_le_mul_of_nonneg_left (Real.exp_le_exp.2 h2) (by positivity))
  refine (mul_le_mul_of_nonneg_right h3 (Real.exp_pos _).le).trans_eq ?_
  rw [mul_assoc, ← Real.exp_add, mul_assoc, ← Real.exp_add]
  congr 2
  ring
```

### (c) Integrability of the moments

Write $F_l(k)=\int_V z(r)^l g_k(r)\,dr$, called `transform`; it has no $2\pi$ prefactor. Show that $\langle v,r\rangle^m z(r)^n g_k(r)$ is integrable for all natural $m,n$.

```lean
variable [FiniteDimensional ℝ V] [MeasurableSpace V] [BorelSpace V]

/-- The momentum-space amplitude of the Gaussian with polynomial factor
`(⟨u,r⟩ + i⟨w,r⟩)^l`. -/
def transform (a : ℝ) (u w : V) (l : ℕ) (k : V) : ℂ :=
  ∫ r : V, complexCoord u w r ^ l * gaussWave a k r
```

**Solution.** The plane wave has modulus 1. By Cauchy–Schwarz, $|\langle v,r\rangle|\le|v||r|$ and $|z(r)|\le(|u|+|w|)|r|$, so the modulus is at most
$$|v|^m(|u|+|w|)^n|r|^{m+n}e^{-a|r|^2}.$$
Part (b) bounds this by a constant times $e^{-a|r|^2/2}$, whose integrability is `hg`.

```lean
/-- Polynomial factors times a Gaussian plane wave are integrable over all space. -/
theorem integrable_moment {a : ℝ} (ha : 0 < a) (u w v k : V) (m n : ℕ) :
    Integrable (fun r : V =>
      ((inner ℝ v r : ℝ) : ℂ) ^ m * complexCoord u w r ^ n * gaussWave a k r) := by
  -- a wider Gaussian serves as the integrable bound
  have hg : Integrable (fun r : V => Real.exp (-(a / 2) * ‖r‖ ^ 2)) := by
    have h := (GaussianFourier.integrable_cexp_neg_mul_sq_norm_add
      (b := ((a / 2 : ℝ) : ℂ)) (by rw [Complex.ofReal_re]; positivity) 0 (0 : V)).norm
    refine h.congr (ae_of_all _ fun r => ?_)
    have e : -((a / 2 : ℝ) : ℂ) * (‖r‖ : ℂ) ^ 2 + 0 * ((inner ℝ (0 : V) r : ℝ) : ℂ)
        = ((-(a / 2) * ‖r‖ ^ 2 : ℝ) : ℂ) := by
      push_cast
      ring
    simp only [e, Complex.norm_exp, Complex.ofReal_re]
  refine (hg.const_mul (‖v‖ ^ m * (‖u‖ + ‖w‖) ^ n *
    ((m + n).factorial * Real.exp (1 / (2 * a))))).mono' ?_ (ae_of_all _ fun r => ?_)
  · apply Continuous.aestronglyMeasurable
    unfold complexCoord gaussWave
    fun_prop
  have h1 : |inner ℝ v r| ≤ ‖v‖ * ‖r‖ := abs_real_inner_le_norm v r
  have h2 : ‖complexCoord u w r‖ ≤ (‖u‖ + ‖w‖) * ‖r‖ := by
    refine (norm_add_le _ _).trans ?_
    rw [norm_mul, Complex.norm_I, one_mul, Complex.norm_real, Complex.norm_real,
      Real.norm_eq_abs, Real.norm_eq_abs, add_mul]
    exact add_le_add (abs_real_inner_le_norm u r) (abs_real_inner_le_norm w r)
  have h3 : ‖gaussWave a k r‖ = Real.exp (-a * ‖r‖ ^ 2) := by
    have hp : ‖Complex.exp (-I * ((inner ℝ k r : ℝ) : ℂ))‖ = 1 := by
      rw [Complex.norm_exp]
      simp
    rw [gaussWave, norm_mul, hp, mul_one, Complex.norm_real, Real.norm_eq_abs, Real.abs_exp]
  calc _ = |inner ℝ v r| ^ m * ‖complexCoord u w r‖ ^ n * Real.exp (-a * ‖r‖ ^ 2) := by
        rw [norm_mul, norm_mul, norm_pow, norm_pow, Complex.norm_real, Real.norm_eq_abs, h3]
    _ ≤ (‖v‖ * ‖r‖) ^ m * ((‖u‖ + ‖w‖) * ‖r‖) ^ n * Real.exp (-a * ‖r‖ ^ 2) := by
        gcongr
    _ = ‖v‖ ^ m * (‖u‖ + ‖w‖) ^ n * (‖r‖ ^ (m + n) * Real.exp (-a * ‖r‖ ^ 2)) := by
        rw [mul_pow, mul_pow, pow_add]
        ring
    _ ≤ _ := mul_le_mul_of_nonneg_left (pow_mul_gauss_le ha (norm_nonneg r) (m + n))
        (by positivity)
    _ = _ := by ring
```

### (d) The integral of a directional derivative

Let $G,A,B,C$ be integrable, and let $G$ have derivative $\alpha A-\beta B-\gamma C$ along $v$ everywhere. Show that
$$\beta\int B=\alpha\int A-\gamma\int C.$$

**Solution.** If $v=0$, the derivative is zero. Otherwise, on almost every line parallel to $v$, both $G$ and its derivative are integrable, so $G$ vanishes at both ends and the derivative integrates to zero. Integrate over the lines and use linearity. In Lean, `key` obtains the zero from Mathlib's integration by parts against the constant 1.

```lean
lemma integral_of_lineDeriv {G A B C : V → ℂ} {α β γ : ℂ} {v : V} (hG : Integrable G)
    (hA : Integrable A) (hB : Integrable B) (hC : Integrable C)
    (h : ∀ r, HasLineDerivAt ℝ G (α * A r - β * B r - γ * C r) r v) :
    β * ∫ r, B r = α * (∫ r, A r) - γ * ∫ r, C r := by
  have i1 : Integrable (fun r => α * A r) := hA.const_mul α
  have i2 : Integrable (fun r => β * B r) := hB.const_mul β
  have i3 : Integrable (fun r => γ * C r) := hC.const_mul γ
  have i12 : Integrable (fun r => α * A r - β * B r) := i1.sub i2
  have key : ∀ D : V → ℂ, Integrable D → (∀ r, HasLineDerivAt ℝ G (D r) r v) →
      ∫ r, D r = 0 := by
    intro D hD hd
    simpa using integral_bilinear_hasLineDerivAt_right_eq_neg_left_of_integrable
      (μ := (volume : Measure V)) (B := ContinuousLinearMap.mul ℝ ℂ)
      (f := fun _ => (1 : ℂ)) (f' := fun _ => (0 : ℂ)) (g := G) (g' := D) (v := v)
      (by simp) (by simpa using hD) (by simpa using hG)
      (by
        intros
        exact (show HasDerivAt (fun _ : ℝ => (1 : ℂ)) 0 0 from hasDerivAt_const _ _))
      (by
        intros
        exact hd _)
  have h0 := key (fun r => α * A r - β * B r - γ * C r) (i12.sub i3) h
  rw [integral_sub i12 i3, integral_sub i1 i2, integral_const_mul, integral_const_mul,
    integral_const_mul] at h0
  linear_combination -h0
```

### (e) Integration by parts along $v$

Show that
$$2a\int\langle v,r\rangle z^lg_k\,dr=l\,z(v)F_{l-1}(k)-i\langle v,k\rangle F_l(k).$$
For $l=0$ the first term on the right is absent.

**Solution.** Since $z(r+tv)=z(r)+t\,z(v)$, part (a) gives the derivative of $z^lg_k$ at $t=0$:
$$l\,z(v)z^{l-1}g_k-2a\langle v,r\rangle z^lg_k-i\langle v,k\rangle z^lg_k.$$
Apply (d). The steps `h1` to `h3` carry out this product rule.

```lean
/-- Integration by parts along `v`: an extra factor `⟨v,r⟩` under the integral is traded for
a derivative of the polynomial and a component of the momentum. -/
theorem integral_by_parts {a : ℝ} (ha : 0 < a) (u w v k : V) (l : ℕ) :
    2 * (a : ℂ) * ∫ r : V,
        ((inner ℝ v r : ℝ) : ℂ) * complexCoord u w r ^ l * gaussWave a k r =
      l * complexCoord u w v * transform a u w (l - 1) k
        - I * ((inner ℝ v k : ℝ) : ℂ) * transform a u w l k := by
  have hi : ∀ n, Integrable (fun r : V => complexCoord u w r ^ n * gaussWave a k r) :=
    fun n => by simpa only [pow_zero, one_mul] using integrable_moment ha u w v k 0 n
  refine integral_of_lineDeriv (v := v) (hi l) (hi (l - 1))
    (by simpa only [pow_one] using integrable_moment ha u w v k 1 l) (hi l) fun r => ?_
  have hz : ∀ t : ℝ, complexCoord u w (r + t • v) =
      complexCoord u w r + t * complexCoord u w v := by
    intro t
    simp only [complexCoord, inner_add_right, real_inner_smul_right]
    push_cast
    ring
  change HasDerivAt (fun t : ℝ =>
    complexCoord u w (r + t • v) ^ l * gaussWave a k (r + t • v)) _ 0
  simp only [hz, gaussWave_shift]
  -- differentiate in a complex parameter, then restrict to the real line
  have h1 := ((hasDerivAt_id' ((0 : ℝ) : ℂ)).mul_const (complexCoord u w v)).const_add
    (complexCoord u w r)
  have h2 := ((hasDerivAt_id' ((0 : ℝ) : ℂ)).mul_const
    (-(2 * a * ((inner ℝ v r : ℝ) : ℂ) + I * ((inner ℝ v k : ℝ) : ℂ)))).fun_add
    ((hasDerivAt_pow 2 ((0 : ℝ) : ℂ)).mul_const (-a * (‖v‖ : ℂ) ^ 2))
  have h3 := (h1.fun_pow l).fun_mul (h2.cexp.const_mul (gaussWave a k r))
  refine h3.comp_ofReal.congr_deriv ?_
  simp only [Complex.ofReal_zero, zero_mul, add_zero, zero_pow two_ne_zero, Complex.exp_zero,
    Nat.add_one_sub_one, pow_one, mul_zero]
  ring
```

### (f) A recursion in the degree

Show that
$$2aF_{l+1}(k)=l\,q\,F_{l-1}(k)-i\,z(k)F_l(k).$$
As in (e), the first term on the right is absent for $l=0$.

**Solution.** Split $z^{l+1}=\langle u,r\rangle z^l+i\langle w,r\rangle z^l$ (`hs`). Add (e) for $v=u$ to $i$ times (e) for $v=w$, and use (`hq`)
$$z(u)+iz(w)=|u|^2+2i\langle u,w\rangle-|w|^2=q.$$

```lean
/-- Recursion in the degree `l` for the momentum-space amplitudes, for arbitrary real
vectors `u` and `w`. -/
theorem transform_recursion {a : ℝ} (ha : 0 < a) (u w k : V) (l : ℕ) :
    2 * (a : ℂ) * transform a u w (l + 1) k =
      l * selfDot u w * transform a u w (l - 1) k
        - I * complexCoord u w k * transform a u w l k := by
  have hi : ∀ v : V, Integrable (fun r : V =>
      ((inner ℝ v r : ℝ) : ℂ) * complexCoord u w r ^ l * gaussWave a k r) :=
    fun v => by simpa only [pow_one] using integrable_moment ha u w v k 1 l
  have hs : transform a u w (l + 1) k =
      (∫ r : V, ((inner ℝ u r : ℝ) : ℂ) * complexCoord u w r ^ l * gaussWave a k r) +
      I * ∫ r : V, ((inner ℝ w r : ℝ) : ℂ) * complexCoord u w r ^ l * gaussWave a k r := by
    unfold transform
    rw [← integral_const_mul, ← integral_add (hi u) ((hi w).const_mul I)]
    refine integral_congr_ae (ae_of_all _ fun r => ?_)
    simp only [complexCoord, pow_succ]
    ring
  have hq : complexCoord u w u + I * complexCoord u w w = selfDot u w := by
    simp only [complexCoord, selfDot, real_inner_self_eq_norm_sq, real_inner_comm u w]
    push_cast
    linear_combination (‖w‖ : ℂ) ^ 2 * Complex.I_sq
  have hk : complexCoord u w k =
      ((inner ℝ u k : ℝ) : ℂ) + I * ((inner ℝ w k : ℝ) : ℂ) := rfl
  rw [hs, ← hq, hk]
  linear_combination integral_by_parts ha u w u k l + I * integral_by_parts ha u w w k l
```

### (g) Degree zero

With $d=\dim V$, show that
$$F_0(k)=(\pi/a)^{d/2}e^{-|k|^2/(4a)}.$$

**Solution.** In orthonormal coordinates the integral factorises. For each component $\kappa$ of $k$,
$$-as^2-i\kappa s=-a\Big(s+\frac{i\kappa}{2a}\Big)^2-\frac{\kappa^2}{4a}.$$
Shifting the contour back to the real axis gives $\sqrt{\pi/a}\,e^{-\kappa^2/(4a)}$; multiply the $d$ factors. Lean takes the integral from Mathlib.

```lean
/-- The Fourier integral of an s-type Gaussian in any dimension. -/
theorem transform_zero {a : ℝ} (ha : 0 < a) (u w k : V) :
    transform a u w 0 k = (((π / a) ^ ((Module.finrank ℝ V : ℝ) / 2) : ℝ) : ℂ) *
      (Real.exp (-‖k‖ ^ 2 / (4 * a)) : ℂ) := by
  have h := GaussianFourier.integral_cexp_neg_mul_sq_norm_add (b := (a : ℂ))
    (by rw [Complex.ofReal_re]; exact ha) (-I) k
  have e : transform a u w 0 k =
      ∫ r : V, Complex.exp (-(a : ℂ) * (‖r‖ : ℂ) ^ 2 + -I * ((inner ℝ k r : ℝ) : ℂ)) := by
    refine integral_congr_ae (ae_of_all _ fun r => ?_)
    simp [gaussWave, Complex.exp_add]
  have h1 : (-I) ^ 2 * (‖k‖ : ℂ) ^ 2 / (4 * (a : ℂ)) =
      ((-‖k‖ ^ 2 / (4 * a) : ℝ) : ℂ) := by
    push_cast
    rw [neg_sq, Complex.I_sq]
    ring
  rw [e, h, h1, Complex.ofReal_cpow (show (0 : ℝ) ≤ π / a by positivity), Complex.ofReal_exp]
  push_cast
  rfl
```

### (h) The closed form when $q=0$

Show that $q=0$ implies
$$F_l(k)=(\pi/a)^{d/2}\Big(\frac{-i}{2a}\Big)^l z(k)^l e^{-|k|^2/(4a)}.$$

**Solution.** The recursion reduces to $F_{l+1}=\frac{-i}{2a}z(k)F_l$. Induct on $l$, starting from (g).

```lean
/-- If `u + iw` has vanishing bilinear square, the Gaussian with factor `(⟨u,r⟩ + i⟨w,r⟩)^l`
transforms into a Gaussian with the same polynomial factor in the momentum. -/
theorem transform_eq {a : ℝ} (ha : 0 < a) {u w : V} (hq : selfDot u w = 0) (l : ℕ) (k : V) :
    transform a u w l k = (((π / a) ^ ((Module.finrank ℝ V : ℝ) / 2) : ℝ) : ℂ) *
      (-I / (2 * (a : ℂ))) ^ l * complexCoord u w k ^ l *
      (Real.exp (-‖k‖ ^ 2 / (4 * a)) : ℂ) := by
  have ha' : (a : ℂ) ≠ 0 := Complex.ofReal_ne_zero.2 ha.ne'
  have h2a : 2 * (a : ℂ) ≠ 0 := mul_ne_zero two_ne_zero ha'
  have hc : 2 * (a : ℂ) * (-I / (2 * (a : ℂ))) = -I := by
    field_simp
  generalize -I / (2 * (a : ℂ)) = c at hc ⊢
  induction l with
  | zero => rw [transform_zero ha, pow_zero, pow_zero, mul_one, mul_one]
  | succ l ih =>
    apply mul_left_cancel₀ h2a
    rw [transform_recursion ha, hq, ih]
    linear_combination (-(complexCoord u w k *
      ((((π / a) ^ ((Module.finrank ℝ V : ℝ) / 2) : ℝ) : ℂ) * c ^ l *
        complexCoord u w k ^ l * (Real.exp (-‖k‖ ^ 2 / (4 * a)) : ℂ)))) * hc
```

### (i) Degree two requires $q=0$

Show that the formula in (h) with $l=2$ holds at every $k$ if and only if $q=0$.

**Solution.** One direction is (h). Conversely, set $k=0$. Then $z(0)=0$, so the formula gives $F_2(0)=0$, while (f) with $l=1$ gives $2aF_2(0)=qF_0(0)$. As $F_0(0)=(\pi/a)^{d/2}\ne0$, $q=0$. The opening example $x^2$ has $u=e_x$, $w=0$ and $q=1$.

```lean
/-- The closed form in `transform_eq` with `l = 2` holds at all momenta exactly when `u + iw` has
vanishing bilinear square. -/
theorem transform_two_iff {a : ℝ} (ha : 0 < a) (u w : V) :
    (∀ k : V, transform a u w 2 k = (((π / a) ^ ((Module.finrank ℝ V : ℝ) / 2) : ℝ) : ℂ) *
      (-I / (2 * (a : ℂ))) ^ 2 * complexCoord u w k ^ 2 *
      (Real.exp (-‖k‖ ^ 2 / (4 * a)) : ℂ)) ↔ selfDot u w = 0 := by
  refine ⟨fun h => ?_, fun hq k => transform_eq ha hq 2 k⟩
  -- at zero momentum only the bilinear square survives in the recursion
  have hz : complexCoord u w (0 : V) = 0 := by simp [complexCoord]
  have h2 : transform a u w 2 0 = 0 := by
    rw [h 0, hz]
    ring
  have hr : 2 * (a : ℂ) * transform a u w 2 0 =
      ((1 : ℕ) : ℂ) * selfDot u w * transform a u w 0 0
        - I * complexCoord u w 0 * transform a u w 1 0 := transform_recursion ha u w 0 1
  rw [h2, hz, Nat.cast_one] at hr
  have h0 : transform a u w 0 0 ≠ 0 := by
    rw [transform_zero ha]
    exact mul_ne_zero (Complex.ofReal_ne_zero.2 (Real.rpow_pos_of_pos (by positivity) _).ne')
      (Complex.ofReal_ne_zero.2 (Real.exp_ne_zero _))
  have hm : selfDot u w * transform a u w 0 0 = 0 := by linear_combination -hr
  exact (mul_eq_zero.1 hm).resolve_right h0
```

### (j) The x and y directions

Show that $q=0$ for $u=e_x$, $w=e_y$ in $\mathbb R^3$.

**Solution.** $q=1-1+2i\cdot0=0$.

```lean
/-- The unit vectors along x and y in three dimensions give a complex vector with vanishing
bilinear square. -/
theorem selfDot_witness :
    selfDot (EuclideanSpace.single (0 : Fin 3) (1 : ℝ)) (EuclideanSpace.single 1 1) = 0 := by
  simp [selfDot, EuclideanSpace.inner_single_left]
```

### (k) The solid-harmonic Gaussian in three dimensions

Show for every natural $l$ and $k\in\mathbb R^3$ that
$$\int_{\mathbb R^3}(x+iy)^le^{-a|r|^2}e^{-i\langle k,r\rangle}dr=\Big(\frac\pi a\Big)^{3/2}\Big(\frac{-i}{2a}\Big)^l(k_x+ik_y)^le^{-|k|^2/(4a)}.$$

**Solution.** Put $u=e_x$, $w=e_y$ and $d=3$ in (h); by (j), its condition holds. In Lean, `r 0` and `r 1` are $x$ and $y$, and `hz` identifies $z(r)$ with $x+iy$.

For electronic structure, this gives the momentum-space form of a single primitive Gaussian orbital at the origin with magnetic quantum number $m=l$; $m=-l$ follows from (h) with $w=-e_y$, while the values of $m$ in between, displaced centres and contractions are not treated. A normalisation constant would multiply both sides.

```lean
/-- The Fourier integral of the solid-harmonic Gaussian `(x + iy)^l exp(-a r²)` in three
dimensions is `(kx + i ky)^l` times a Gaussian in `k`, with the stated prefactor. -/
theorem fourier_solidHarmonicGaussian {a : ℝ} (ha : 0 < a) (l : ℕ)
    (k : EuclideanSpace ℝ (Fin 3)) :
    ∫ r : EuclideanSpace ℝ (Fin 3), ((r 0 : ℂ) + I * (r 1 : ℂ)) ^ l *
        (Real.exp (-a * ‖r‖ ^ 2) : ℂ) * Complex.exp (-I * ((inner ℝ k r : ℝ) : ℂ)) =
      (((π / a) ^ ((3 : ℝ) / 2) : ℝ) : ℂ) * (-I / (2 * (a : ℂ))) ^ l *
        ((k 0 : ℂ) + I * (k 1 : ℂ)) ^ l * (Real.exp (-‖k‖ ^ 2 / (4 * a)) : ℂ) := by
  have hz : ∀ r : EuclideanSpace ℝ (Fin 3),
      complexCoord (EuclideanSpace.single (0 : Fin 3) (1 : ℝ)) (EuclideanSpace.single 1 1) r
        = (r 0 : ℂ) + I * (r 1 : ℂ) := by
    intro r
    simp [complexCoord, EuclideanSpace.inner_single_left]
  have h := transform_eq ha selfDot_witness l k
  simp only [transform, hz, gaussWave, ← mul_assoc, finrank_euclideanSpace_fin,
    Nat.cast_ofNat] at h
  exact h

end

end SolidHarmonicGaussian
```

```lean
#print axioms SolidHarmonicGaussian.integrable_moment
#print axioms SolidHarmonicGaussian.transform_two_iff
#print axioms SolidHarmonicGaussian.fourier_solidHarmonicGaussian
```

```
'SolidHarmonicGaussian.integrable_moment' depends on axioms: [propext, Classical.choice, Quot.sound]
'SolidHarmonicGaussian.transform_two_iff' depends on axioms: [propext, Classical.choice, Quot.sound]
'SolidHarmonicGaussian.fourier_solidHarmonicGaussian' depends on axioms: [propext, Classical.choice, Quot.sound]
```
